# Vacuum expectation values of fermionic operator polynomials from the anticommutation relations

**A:** Take $M$ fermionic modes with annihilators $a_p$, creators $c_p$ and number operators $n_p = c_p a_p$, in a complex algebra where $1 \neq 0$. Then
$$R = a_1 \cdots a_M\, c_M \cdots c_1 = \prod_p (1 - n_p),$$
and for every polynomial $X$ in these operators there is exactly one complex number $z$ with $R X R = z R$. That number is the vacuum expectation value of $X$.

**Q:** I know the vacuum expectation value as $\langle \mathrm{vac}|X|\mathrm{vac}\rangle$. You have no state vector. What is left of the physics?

**A:** The rules by which one evaluates it. To find the amplitude of an operator string between vacua, you anticommute annihilators to the right and creators to the left until they vanish. Only the algebra enters, so the operators here are elements of a ring `A`, later a complex algebra.

```lean
import Mathlib

open Matrix

namespace AlgebraicVacuumExpectation

variable {A : Type*} [Ring A] {M : ℕ}
```

The physical input is the set of canonical anticommutation relations. Note the letters: `c` is the creator here, whereas many texts use $c$ for the annihilator and $c^\dagger$ for the creator.

```lean
/-- The canonical anticommutation relations for `M` modes with annihilators `a p` and
creators `c p`. -/
structure IsCAR (a c : Fin M → A) : Prop where
  aa : ∀ p q, a p * a q + a q * a p = 0
  cc : ∀ p q, c p * c q + c q * c p = 0
  ac : ∀ p q, a p * c q + c q * a p = if p = q then 1 else 0
```

**Q:** Nothing says that $c_p$ is the adjoint of $a_p$.

**A:** Correct, and the derivation never needs it. As a consequence, $R$ is shown to be idempotent, but orthogonality of the projection has no meaning without an adjoint.

Two products are then defined. `emptyProj` multiplies the factors $1 - n_p$ along a list of modes, and `vacuumOp` is $R$. Lean's `Fin M` counts from 0, so $a_1$ is `a 0`.

```lean
/-- The ordered product of the factors `1 - n_p`, with `n_p = c_p a_p`, over a list of modes. -/
def emptyProj (a c : Fin M → A) (l : List (Fin M)) : A :=
  (l.map fun p => 1 - c p * a p).prod

/-- The operator string `R = a_1 ... a_M c_M ... c_1`. -/
def vacuumOp (a c : Fin M → A) : A :=
  ((List.finRange M).map a).prod * ((List.finRange M).reverse.map c).prod
```

**Q:** Why should a string of $2M$ operators be a product of "mode is empty" factors?

**A:** First, different modes do not disturb each other's factors. For $p \neq q$,
$$a_p c_q a_q = -c_q a_p a_q = c_q a_q a_p, \qquad c_p c_q a_q = -c_q c_p a_q = c_q a_q c_p.$$
Two sign changes cancel, so $a_p$ and $c_p$ commute with $1 - n_q$. In Lean, `linear_combination` adds up the same relations, and induction on the list extends the result to products that omit $p$.

```lean
variable {a c : Fin M → A}

/-- Under the canonical anticommutation relations, `a_p` and `c_p` commute with `1 - n_q` of a
different mode `q`. -/
theorem commute_hole (h : IsCAR a c) {p q : Fin M} (hpq : p ≠ q) :
    Commute (a p) (1 - c q * a q) ∧ Commute (c p) (1 - c q * a q) := by
  have h1 := h.ac p q
  have h2 := h.ac q p
  rw [if_neg hpq] at h1
  rw [if_neg hpq.symm] at h2
  constructor
  · show a p * (1 - c q * a q) = (1 - c q * a q) * a p
    linear_combination (norm := noncomm_ring) c q * h.aa p q - h1 * a q
  · show c p * (1 - c q * a q) = (1 - c q * a q) * c p
    linear_combination (norm := noncomm_ring) c q * h2 - h.cc p q * a q

/-- Under the canonical anticommutation relations, `a_p` and `c_p` commute with the product of
`1 - n_q` over any list of modes that does not contain `p`. -/
theorem commute_emptyProj (h : IsCAR a c) {p : Fin M} {l : List (Fin M)} (hp : p ∉ l) :
    Commute (a p) (emptyProj a c l) ∧ Commute (c p) (emptyProj a c l) := by
  induction l with
  | nil => simp [emptyProj]
  | cons q l ih =>
    have hpq : p ≠ q := fun e => hp (List.mem_cons.mpr (Or.inl e))
    have hl : p ∉ l := fun e => hp (List.mem_cons.mpr (Or.inr e))
    simp only [emptyProj, List.map_cons, List.prod_cons]
    exact ⟨(commute_hole h hpq).1.mul_right (ih hl).1,
      (commute_hole h hpq).2.mul_right (ih hl).2⟩
```

Within one mode, $a_p c_p + c_p a_p = 1$ gives $a_p c_p = 1 - n_p$, while $2a_p^2 = 0$ and $2c_p^2 = 0$ give $a_p^2 = c_p^2 = 0$. Halving is where the complex scalars first enter.

```lean
variable [Algebra ℂ A]

/-- In a complex algebra with the canonical anticommutation relations, each mode satisfies
`a_p c_p = 1 - n_p`, and both `a_p` and `c_p` square to zero. -/
theorem single_mode (h : IsCAR a c) (p : Fin M) :
    a p * c p = 1 - c p * a p ∧ a p * a p = 0 ∧ c p * c p = 0 := by
  have half : ∀ x : A, x + x = 0 → x = 0 := by
    intro x hx
    have e : x = (1 / 2 : ℂ) • (x + x) := by module
    rw [e, hx, smul_zero]
  have h1 := h.ac p p
  rw [if_pos rfl] at h1
  exact ⟨eq_sub_of_add_eq h1, half _ (h.aa p p), half _ (h.cc p p)⟩
```

Now collapse the string from the inside. Suppose the inner part already equals $E$, a product of factors for modes other than $p$. Then
$$a_p E c_p = a_p c_p E = (1 - n_p) E.$$
The `calc` block is this line, applied once per mode by induction.

```lean
/-- Under the canonical anticommutation relations, and for a list of distinct modes, the
annihilators in order followed by the creators in reverse order multiply to the product of the
`1 - n_p`. -/
theorem nested_string (h : IsCAR a c) {l : List (Fin M)} (hnd : l.Nodup) :
    (l.map a).prod * (l.reverse.map c).prod = emptyProj a c l := by
  induction l with
  | nil => simp [emptyProj]
  | cons p l ih =>
    obtain ⟨hp, hl⟩ := List.nodup_cons.mp hnd
    simp only [List.map_cons, List.prod_cons, List.reverse_cons, List.map_append,
      List.prod_append, List.map_nil, List.prod_nil, mul_one]
    -- collapse the inner string, then move `c p` through it
    calc _ = a p * ((l.map a).prod * (l.reverse.map c).prod) * c p := by
          simp only [mul_assoc]
      _ = a p * (emptyProj a c l * c p) := by rw [ih hl, mul_assoc]
      _ = a p * c p * emptyProj a c l := by
          rw [← (commute_emptyProj h hp).2.eq, mul_assoc]
      _ = emptyProj a c (p :: l) := by
          rw [(single_mode h p).1]
          simp only [emptyProj, List.map_cons, List.prod_cons]
```

**Q:** Fine, $R$ looks like a projector onto the empty state. Does it behave like one?

**A:** It does. From the single-mode relations,
$$a_p (1 - n_p) = a_p a_p c_p = 0, \qquad (1 - n_p) c_p = a_p c_p c_p = 0.$$
Since $a_p$ can be moved in from the left, and $c_p$ from the right, until they meet a factor of their own mode, $a_p R = 0$ and $R c_p = 0$. The case distinctions in the proof ask whether that factor has been reached.

```lean
/-- In a complex algebra with the canonical anticommutation relations, if `p` is in the list, the
product of the `1 - n_q` is annihilated by `a_p` from the left and by `c_p` from the right. -/
theorem emptyProj_annihilated (h : IsCAR a c) {p : Fin M} {l : List (Fin M)} (hp : p ∈ l) :
    a p * emptyProj a c l = 0 ∧ emptyProj a c l * c p = 0 := by
  obtain ⟨hole, ha, hc⟩ := single_mode h p
  induction l with
  | nil => simp at hp
  | cons q l ih =>
    have e : emptyProj a c (q :: l) = (1 - c q * a q) * emptyProj a c l := by
      simp only [emptyProj, List.map_cons, List.prod_cons]
    constructor
    · by_cases hpq : p = q
      · rw [e, ← hpq, ← hole, ← mul_assoc, ← mul_assoc, ha, zero_mul, zero_mul]
      · rw [e, ← mul_assoc, (commute_hole h hpq).1.eq, mul_assoc,
          (ih ((List.mem_cons.mp hp).resolve_left hpq)).1, mul_zero]
    · by_cases hl : p ∈ l
      · rw [e, mul_assoc, (ih hl).2, mul_zero]
      · have hpq : p = q := (List.mem_cons.mp hp).resolve_right hl
        rw [e, ← hpq, mul_assoc, ← (commute_emptyProj h hl).2.eq, ← hole, mul_assoc,
          ← mul_assoc (c p), hc, zero_mul, mul_zero]
```

It follows that $n_p R = c_p a_p R = 0$, so $(1 - n_p) R = R$. Every factor of the left-hand $R$ in $RR$ therefore acts as the identity, and $RR = R$. This is the induction called `key`.

```lean
/-- In a complex algebra with the canonical anticommutation relations, the string `R` satisfies
`a_p R = 0` and `R c_p = 0` for every mode, and `R R = R`. -/
theorem vacuumOp_projects (h : IsCAR a c) :
    (∀ p, a p * vacuumOp a c = 0) ∧ (∀ p, vacuumOp a c * c p = 0) ∧
      vacuumOp a c * vacuumOp a c = vacuumOp a c := by
  have hR : vacuumOp a c = emptyProj a c (List.finRange M) :=
    nested_string h (List.nodup_finRange M)
  rw [hR]
  have haR := fun p => (emptyProj_annihilated h (List.mem_finRange p)).1
  refine ⟨haR, fun p => (emptyProj_annihilated h (List.mem_finRange p)).2, ?_⟩
  -- each factor `1 - n_q` acts as the identity on `R`
  have key : ∀ l, emptyProj a c l * emptyProj a c (List.finRange M)
      = emptyProj a c (List.finRange M) := by
    intro l
    induction l with
    | nil => simp [emptyProj]
    | cons q l ih =>
      have e : emptyProj a c (q :: l) = (1 - c q * a q) * emptyProj a c l := by
        simp only [emptyProj, List.map_cons, List.prod_cons]
      rw [e, mul_assoc, ih, sub_mul, one_mul, mul_assoc, haR, mul_zero, sub_zero]
  exact key _
```

**Q:** All of that would also hold for $R = 0$, and then $R X R = z R$ would say nothing.

**A:** That has to be excluded. Let $E$ be a product over distinct modes other than $p$, and let $E' = (1 - n_p)E$. Because $c_p^2 = 0$, we have $c_p(1 - n_p) = c_p$, hence
$$c_p E' a_p = c_p E a_p = c_p a_p E = n_p E, \qquad E = E' + c_p E' a_p.$$
If the longer product $E'$ vanished, so would the shorter one. Repeating this leads down to the empty product, which is $1$, and $1 \neq 0$ is what `Nontrivial A` states.

```lean
/-- In a nontrivial complex algebra with the canonical anticommutation relations, the product of
`1 - n_p` over distinct modes is nonzero. -/
theorem emptyProj_ne_zero [Nontrivial A] (h : IsCAR a c) {l : List (Fin M)} (hnd : l.Nodup) :
    emptyProj a c l ≠ 0 := by
  induction l with
  | nil => simp [emptyProj]
  | cons p l ih =>
    obtain ⟨hp, hl⟩ := List.nodup_cons.mp hnd
    intro h0
    apply ih hl
    have h0' : (1 - c p * a p) * emptyProj a c l = 0 := by
      simpa only [emptyProj, List.map_cons, List.prod_cons] using h0
    have hcomm := (commute_emptyProj h hp).1.eq
    have hcc := (single_mode h p).2.2
    -- the shorter product is recovered from the longer one
    have e : emptyProj a c l = (1 - c p * a p) * emptyProj a c l
        + c p * ((1 - c p * a p) * emptyProj a c l) * a p := by
      linear_combination (norm := noncomm_ring)
        c p * hcomm + hcc * (a p * emptyProj a c l * a p)
    rw [h0', mul_zero, zero_mul, add_zero] at e
    exact e
```

**Q:** And the general $X$? It could be an interacting Hamiltonian with any number of terms.

**A:** It may be. Consider the span $F$ of all vectors $c_{q_1} \cdots c_{q_k} R$, including $R$ itself. Here $R$ plays the part of the vacuum, and the strings with creators that of the occupied states. A creator maps $F$ into itself by lengthening the string. For an annihilator and $v \in F$ use
$$a_p c_q v = \delta_{pq}\, v - c_q a_p v,$$
and continue until $a_p$ reaches $R$ and gives zero. So $F$ is stable under every generator, and hence under sums and products of them. In particular
$$X R = z R + (\text{terms with at least one creator on the left}).$$
Multiplying by $R$ from the left removes the other terms, since $R c_p = 0$, and leaves $R X R = z R R = z R$. If $y$ also works, then $(y - z) R = 0$, and $R \neq 0$ forces $y = z$.

In the theorem, `Algebra.adjoin ℂ (Set.range a ∪ Set.range c)` is the set of all such polynomials, constants included, and `∃!` means "exactly one". In the proof, `haF` and `hcF` are the stability under annihilators and creators, `hXF` passes to $X$, and `hRF` is the multiplication by $R$. For $M = 0$ we have $R = 1$ and $X$ is a constant, equal to its own $z$.

```lean
/-- In a nontrivial complex algebra with `M` CAR modes, `R = a_1 ... a_M c_M ... c_1` is the
product of all `1 - n_p`, and each `X` generated by the modes has exactly one complex number `z`
with `R X R = z R`. -/
theorem vacuum_expectation [Nontrivial A] (h : IsCAR a c) :
    vacuumOp a c = ((List.finRange M).map fun p => 1 - c p * a p).prod ∧
      ∀ X ∈ Algebra.adjoin ℂ (Set.range a ∪ Set.range c),
        ∃! z : ℂ, vacuumOp a c * X * vacuumOp a c = z • vacuumOp a c := by
  have hR : vacuumOp a c = emptyProj a c (List.finRange M) :=
    nested_string h (List.nodup_finRange M)
  refine ⟨hR, fun X hX => ?_⟩
  have hne : vacuumOp a c ≠ 0 := by
    rw [hR]
    exact emptyProj_ne_zero h (List.nodup_finRange M)
  obtain ⟨haR, hRc, hRR⟩ := vacuumOp_projects h
  clear hR
  generalize vacuumOp a c = R at haR hRc hRR hne ⊢
  -- the span of all creation strings applied to `R`
  let F : Submodule ℂ A :=
    Submodule.span ℂ (Set.range fun w : List (Fin M) => (w.map c).prod * R)
  have lift : ∀ x : A, (∀ w : List (Fin M), x * ((w.map c).prod * R) ∈ F) →
      ∀ v ∈ F, x * v ∈ F := by
    intro x hx v hv
    have hle : F ≤ F.comap (LinearMap.mulLeft ℂ x) :=
      Submodule.span_le.mpr (by rintro _ ⟨w, rfl⟩; exact hx w)
    exact hle hv
  have hcF : ∀ p, ∀ v ∈ F, c p * v ∈ F := fun p =>
    lift _ fun w => Submodule.subset_span ⟨p :: w, by simp [mul_assoc]⟩
  have haF : ∀ p, ∀ v ∈ F, a p * v ∈ F := by
    intro p
    refine lift _ fun w => ?_
    induction w with
    | nil => simp [haR]
    | cons q w ih =>
      have e : a p * (((q :: w).map c).prod * R)
          = (if p = q then (1 : A) else 0) * ((w.map c).prod * R)
            - c q * (a p * ((w.map c).prod * R)) := by
        rw [← h.ac p q, List.map_cons, List.prod_cons]
        noncomm_ring
      rw [e]
      refine F.sub_mem ?_ (hcF q _ ih)
      split_ifs
      · rw [one_mul]
        exact Submodule.subset_span ⟨w, rfl⟩
      · rw [zero_mul]
        exact F.zero_mem
  have hXF : ∀ v ∈ F, X * v ∈ F := by
    induction hX using Algebra.adjoin_induction with
    | mem x hx =>
      rcases hx with ⟨p, rfl⟩ | ⟨p, rfl⟩
      · exact haF p
      · exact hcF p
    | algebraMap r =>
      intro v hv
      rw [← Algebra.smul_def]
      exact F.smul_mem r hv
    | add x y _ _ hx hy =>
      intro v hv
      rw [add_mul]
      exact F.add_mem (hx v hv) (hy v hv)
    | mul x y _ _ hx hy =>
      intro v hv
      rw [mul_assoc]
      exact hx _ (hy v hv)
  -- `R` from the left kills every nonempty creation string
  have hRF : F ≤ (Submodule.span ℂ {R}).comap (LinearMap.mulLeft ℂ R) :=
    Submodule.span_le.mpr (by
      rintro _ ⟨w, rfl⟩
      show R * ((w.map c).prod * R) ∈ Submodule.span ℂ {R}
      cases w with
      | nil =>
        rw [List.map_nil, List.prod_nil, one_mul, hRR]
        exact Submodule.mem_span_singleton_self R
      | cons p w =>
        rw [List.map_cons, List.prod_cons, mul_assoc, ← mul_assoc, hRc, zero_mul]
        exact Submodule.zero_mem _)
  have hmem : R ∈ F := Submodule.subset_span ⟨[], by simp⟩
  have hm : R * (X * R) ∈ Submodule.span ℂ {R} := hRF (hXF R hmem)
  obtain ⟨z, hz⟩ := Submodule.mem_span_singleton.mp hm
  refine ⟨z, by rw [mul_assoc]; exact hz.symm, fun y hy => ?_⟩
  have hyz : y • R = z • R := by rw [hz, ← mul_assoc]; exact hy.symm
  by_contra hn
  apply hne
  calc R = (y - z)⁻¹ • ((y - z) • R) := by
        rw [smul_smul, inv_mul_cancel₀ (sub_ne_zero.mpr hn), one_smul]
    _ = 0 := by rw [sub_smul, hyz, sub_self, smul_zero]
```

**Q:** Then how do I get from $z$ back to my bracket?

**A:** That step lies in the choice of representation. Let the operators act on Fock space with $c_p = a_p^\dagger$ and a normalised vacuum obeying $a_p|\mathrm{vac}\rangle = 0$. Then $R|\mathrm{vac}\rangle = |\mathrm{vac}\rangle$ and $\langle\mathrm{vac}|R = \langle\mathrm{vac}|$, so taking the vacuum expectation value of $R X R = z R$ gives $\langle\mathrm{vac}|X|\mathrm{vac}\rangle = z$.

**Q:** Show me a value of $z$.

**A:** For a product of two operators, take the two-point function:
$$R a_p c_q R = \delta_{pq} R R - (R c_q) a_p R = \delta_{pq} R.$$

```lean
/-- The vacuum two-point function in a complex algebra with the canonical anticommutation relations:
`R a_p c_q R = δ_pq R`. -/
theorem two_point (h : IsCAR a c) (p q : Fin M) :
    vacuumOp a c * (a p * c q) * vacuumOp a c
      = (if p = q then (1 : ℂ) else 0) • vacuumOp a c := by
  obtain ⟨_, hRc, hRR⟩ := vacuumOp_projects h
  rw [eq_sub_of_add_eq (h.ac p q), mul_sub, sub_mul, ← mul_assoc _ (c q), hRc, zero_mul,
    zero_mul, sub_zero]
  split_ifs <;> simp [hRR]
```

In electronic structure, matrix elements between Slater determinants built from a finite orthonormal set of spin orbitals are vacuum expectation values of this kind. Take one electron and the operator $\hat h = \sum_{rs} h_{rs} c_r a_s$, where $h_{rs}$ are the one-electron integrals. The matrix element between the electron in orbital $q$ and in orbital $p$ requires $X = a_p \hat h c_q$. On the right, $a_s c_q R = \delta_{sq} R$; on the left, $R a_p c_r R = \delta_{pr} R$. Therefore
$$R\, a_p \hat h c_q\, R = \sum_{rs} h_{rs}\, \delta_{pr} \delta_{sq}\, R = h_{pq} R,$$
and $z = h_{pq}$ is the entry that goes into the Hamiltonian matrix.

**Q:** One last doubt. Does anything satisfy your relations for more than one mode?

**A:** Here are two modes. With $\sigma = \begin{pmatrix} 0 & 1 \\ 0 & 0 \end{pmatrix}$ and $Z = \mathrm{diag}(1, -1)$, the annihilators are $a_1 = \sigma \otimes 1$ and $a_2 = Z \otimes \sigma$, and the creators are their transposes. The sign in $Z$ makes the two modes anticommute. Lean stores these $4 \times 4$ matrices as $2 \times 2$ matrices of $2 \times 2$ blocks. The proof first reduces the claim to the one-mode relations of the blocks and then compares entries.

```lean
/-- Two explicit pairs of 2×2 block matrices with 2×2 complex blocks satisfy the canonical
anticommutation relations. -/
theorem isCAR_witness :
    IsCAR (A := Matrix (Fin 2) (Fin 2) (Matrix (Fin 2) (Fin 2) ℂ)) (M := 2)
      ![!![0, 1; 0, 0], !![!![0, 1; 0, 0], 0; 0, -!![0, 1; 0, 0]]]
      ![!![0, 0; 1, 0], !![!![0, 0; 1, 0], 0; 0, -!![0, 0; 1, 0]]] := by
  -- only the one-mode relations of the blocks `s` and `t` matter
  have key : ∀ s t : Matrix (Fin 2) (Fin 2) ℂ, s * s = 0 → t * t = 0 → s * t + t * s = 1 →
      IsCAR (A := Matrix (Fin 2) (Fin 2) (Matrix (Fin 2) (Fin 2) ℂ)) (M := 2)
        ![!![0, 1; 0, 0], !![s, 0; 0, -s]] ![!![0, 0; 1, 0], !![t, 0; 0, -t]] := by
    intro s t hs ht hst
    constructor <;> intro p q <;> fin_cases p <;> fin_cases q <;>
      refine Matrix.ext fun i j => ?_ <;> fin_cases i <;> fin_cases j <;>
      simp [hs, ht, hst]
  refine key !![0, 1; 0, 0] !![0, 0; 1, 0] ?_ ?_ ?_ <;> ext i j <;>
    fin_cases i <;> fin_cases j <;>
    simp [Matrix.mul_apply, Fin.sum_univ_two]

end AlgebraicVacuumExpectation
```

```lean
#print axioms AlgebraicVacuumExpectation.vacuum_expectation
#print axioms AlgebraicVacuumExpectation.two_point
```

```
'AlgebraicVacuumExpectation.vacuum_expectation' depends on axioms: [propext, Classical.choice, Quot.sound]
'AlgebraicVacuumExpectation.two_point' depends on axioms: [propext, Classical.choice, Quot.sound]
```
